# Displacement at the group velocity on a three-point-stencil grid in a constant field is periodic and bounded

A packet is represented here by a single wave number, and its displacement is by definition the time integral of the group velocity at that wave number. The spread of a real packet is left out. The drift of the wave number in the field, by contrast, is derived from the Schrödinger equation. The grid is infinite, with points x = nh for integer n and spacing h > 0, and the three-point stencil supplies the kinetic energy. Units are ħ = m = 1, and the potential −Fx exerts the constant force F > 0.

## From the stencil to a bounded oscillation

The Hamiltonian acts on a wave function ψ as

(Hψ)ₙ = −(ψₙ₊₁ − 2ψₙ + ψₙ₋₁)/(2h²) − Fnh ψₙ.

On a plane wave exp(iqnh) with wave number q, the two neighbours contribute the factors exp(±iqh), whose sum is 2 cos(qh). The kinetic energy and its slope, the group velocity, are therefore

E(q) = (1 − cos(qh))/h²,  v(q) = dE/dq = sin(qh)/h.

In the field, let the wave number start at k and try

ψₙ(t) = exp(i[(k+Ft)nh − θ(t)]),  θ(t) = ∫₀ᵗ E(k+Fs) ds.

Its time derivative is i[Fnh − E(k+Ft)]ψₙ. Since Hψ has the value [E(k+Ft) − Fnh]ψₙ at point n, this derivative equals −i(Hψ)ₙ. The wave solves the Schrödinger equation, and its wave number drifts as k + Ft.

The displacement x(t) is the integral of v(k+Fs) from s = 0 to t. Because −cos((k+Fs)h)/(Fh²) has the derivative sin((k+Fs)h)/h,

x(t) = (cos(kh) − cos((k+Ft)h))/(Fh²).

Suppose T is a period. At t = −k/F the wave number is zero, and x(t+T) = x(t) becomes cos(FTh) = 1. Hence FTh = 2πn for an integer n, which here labels a multiple of 2π and not a grid point, so T = n · 2π/(Fh). Conversely, each such T shifts the argument of the cosine by 2πn and is a period.

Two cosines differ by at most 2, so |x(t)| ≤ 2/(Fh²). Equality requires one cosine to be 1 and the other −1, hence cos(kh) = ±1, which means sin(kh) = 0. In that case t = π/(Fh) reverses the sign of the second cosine, and the bound is reached.

Finally, a difference of cosines is a product of sines:

x(t) = (2/F) · [sin((k+Ft/2)h)/h] · [sin(Fth/2)/h].

As h → 0 the brackets tend to k+Ft/2 and Ft/2, so x(t) → kt + Ft²/2, which is uniform acceleration.

In this group-velocity description, for one particle on a uniform infinite grid with the three-point stencil, every spacing h > 0 turns steady acceleration into a Bloch oscillation. A finer spacing lengthens the smallest positive period, 2π/(Fh), and raises the bound, 2/(Fh²); at any fixed time the displacement approaches the continuum value as h → 0.

## A packet starting from rest with h = 0.5 and F = 0.1

Take k = 0. Then Fh² = 0.025, the period is 2π/0.05 ≈ 125.7, and the bound is 2/0.025 = 80. At t = 10,

x = (1 − cos 0.5)/0.025 ≈ 4.90,

against 5 in the continuum. At half a period, t ≈ 62.8, the packet reaches 80 and turns back, while uniform acceleration would have carried it to about 197.

## The grid model in Lean

```lean
import Mathlib

open Filter Topology

namespace GridBlochOscillation

noncomputable section
```

A wave function is a map `ℤ → ℂ`, with no normalisation imposed.

```lean
/-- The three-point grid Hamiltonian with potential `-F x` at the points `x = n h`,
in units with `ħ = m = 1`, for spacing `h ≠ 0`. -/
def hamiltonian (h F : ℝ) (ψ : ℤ → ℂ) (n : ℤ) : ℂ :=
  -(ψ (n + 1) - 2 * ψ n + ψ (n - 1)) / (2 * (h : ℂ) ^ 2) - F * (n * h) * ψ n
```

The next two definitions are E(q) and v(q).

```lean
/-- The kinetic energy of a grid plane wave with wave number `q`, for spacing `h ≠ 0`. -/
def band (h q : ℝ) : ℝ := (1 - Real.cos (q * h)) / h ^ 2

/-- The velocity of a packet with wave number `q` on the grid, for spacing `h ≠ 0`. -/
def velocity (h q : ℝ) : ℝ := Real.sin (q * h) / h
```

The displacement and the phase θ(t) are integrals along the drifting wave number.

```lean
/-- The displacement at time `t` of a packet whose wave number is `k + F s` at time `s`,
for spacing `h ≠ 0`. -/
def displacement (h F k t : ℝ) : ℝ := ∫ s in (0 : ℝ)..t, velocity h (k + F * s)

/-- The band energy accumulated up to time `t` along the wave numbers `k + F s`,
for spacing `h ≠ 0`. -/
def bandPhase (h F k t : ℝ) : ℝ := ∫ s in (0 : ℝ)..t, band h (k + F * s)
```

The trial wave has modulus 1 at every grid point, so it is not square-summable.

```lean
/-- The plane wave with wave number `k + F t` and the accumulated band phase,
for spacing `h ≠ 0`. -/
def acceleratedWave (h F k t : ℝ) (n : ℤ) : ℂ :=
  Complex.exp (Complex.I * (((k + F * t) * ((n : ℝ) * h) - bandPhase h F k t : ℝ) : ℂ))
```

## Drift of the wave number and slope of the band

The first theorem says that, at every time and grid point, the trial wave has the time derivative −i(Hψ)ₙ. In the proof, `hA` differentiates θ, `hB` the term linear in time, and `hd` combines them by the chain rule. The facts `hp` and `hm` supply the neighbour factors, and `hc` turns their sum into a cosine.

```lean
/-- The accelerated plane wave solves the time-dependent Schrödinger equation
of the three-point grid in a constant field. -/
theorem acceleratedWave_schrodinger (h F k t : ℝ) (n : ℤ) :
    HasDerivAt (fun s => acceleratedWave h F k s n)
      (-Complex.I * hamiltonian h F (acceleratedWave h F k t) n) t := by
  have hcont : Continuous (fun s : ℝ => band h (k + F * s)) := by
    unfold band
    fun_prop
  have hA : HasDerivAt (fun s => bandPhase h F k s) (band h (k + F * t)) t :=
    (hcont.integral_hasStrictDerivAt 0 t).hasDerivAt
  have hB : HasDerivAt (fun s : ℝ => (k + F * s) * ((n : ℝ) * h)) (F * ((n : ℝ) * h)) t :=
    ((((hasDerivAt_id' t).const_mul F).const_add k).mul_const _).congr_deriv (by ring)
  have hd : HasDerivAt (fun s => acceleratedWave h F k s n)
      (acceleratedWave h F k t n *
        (Complex.I * ((F * ((n : ℝ) * h) - band h (k + F * t) : ℝ) : ℂ))) t :=
    ((hB.fun_sub hA).ofReal_comp.const_mul Complex.I).cexp
  -- neighbouring grid points differ by a phase factor
  have hp : acceleratedWave h F k t (n + 1) = acceleratedWave h F k t n *
      Complex.exp (((k : ℂ) + F * t) * h * Complex.I) := by
    unfold acceleratedWave
    rw [← Complex.exp_add]
    congr 1
    push_cast
    ring
  have hm : acceleratedWave h F k t (n - 1) = acceleratedWave h F k t n *
      Complex.exp (-(((k : ℂ) + F * t) * h) * Complex.I) := by
    unfold acceleratedWave
    rw [← Complex.exp_add]
    congr 1
    push_cast
    ring
  have hc := Complex.two_cos (((k : ℂ) + F * t) * h)
  refine hd.congr_deriv ?_
  unfold hamiltonian band
  rw [hp, hm]
  push_cast
  linear_combination
    (Complex.I * acceleratedWave h F k t n / (2 * (h : ℂ) ^ 2)) * hc
```

The velocity is then tied to the band: a number v is the slope of E at q exactly when hv = sin(qh). Here `key` differentiates the band, and uniqueness of the derivative gives the forward direction.

```lean
/-- For spacing `h ≠ 0`, the slope of the band at `q` is the number `v`
with `h v = sin (q h)`. -/
theorem band_slope_iff {h : ℝ} (hh : h ≠ 0) (q v : ℝ) :
    HasDerivAt (band h) v q ↔ h * v = Real.sin (q * h) := by
  have key : HasDerivAt (band h) (velocity h q) q :=
    ((((hasDerivAt_id' q).mul_const h).cos.const_sub 1).div_const (h ^ 2)).congr_deriv (by
      rw [velocity, div_eq_div_iff (pow_ne_zero 2 hh) hh]
      ring)
  constructor
  · intro hv
    rw [hv.unique key, velocity]
    field_simp
  · intro hv
    have e : v = velocity h q := by
      rw [velocity, eq_div_iff hh]
      linarith
    rw [e]
    exact key
```

## Integrating the velocity

The closed form is first stated without division, for any nonzero h and F.

```lean
/-- For nonzero spacing and field, the displacement is the number `x` with
`F h² x = cos (k h) - cos ((k + F t) h)`. -/
theorem displacement_eq_iff {h F : ℝ} (hh : h ≠ 0) (hF : F ≠ 0) (k t x : ℝ) :
    displacement h F k t = x ↔
      F * h ^ 2 * x = Real.cos (k * h) - Real.cos ((k + F * t) * h) := by
  have hne : F * h ^ 2 ≠ 0 := mul_ne_zero hF (pow_ne_zero 2 hh)
  have hcont : Continuous (fun s : ℝ => velocity h (k + F * s)) := by
    unfold velocity
    fun_prop
  -- an antiderivative of the velocity that vanishes at time zero
  have hG : ∀ s ∈ Set.uIcc 0 t, HasDerivAt
      (fun s : ℝ => (Real.cos (k * h) - Real.cos ((k + F * s) * h)) / (F * h ^ 2))
      (velocity h (k + F * s)) s := fun s _ =>
    (((((((hasDerivAt_id' s).const_mul F).const_add k).mul_const h).cos).const_sub
      (Real.cos (k * h))).div_const (F * h ^ 2)).congr_deriv (by
        rw [velocity, div_eq_div_iff hne hh]
        ring)
  have key : displacement h F k t =
      (Real.cos (k * h) - Real.cos ((k + F * t) * h)) / (F * h ^ 2) := by
    rw [displacement, intervalIntegral.integral_eq_sub_of_hasDerivAt hG
      (hcont.intervalIntegrable 0 t)]
    simp
  rw [key, div_eq_iff hne, eq_comm, mul_comm x]
```

The central device is `intervalIntegral.integral_eq_sub_of_hasDerivAt`, Mathlib's fundamental theorem of calculus. It asks for two things: a derivative at every point between the endpoints, given by `hG`, and integrability of that derivative, which follows from continuity. It returns the antiderivative at t minus its value at 0. The interval is written `Set.uIcc 0 t`, which is unordered, so negative times need no separate argument. That matters below, because −k/F is negative when k > 0. The antiderivative in `hG` already contains cos(kh), so it vanishes at time zero and `simp` removes that term.

## Periods, bound and equality

The main theorem joins three statements for h, F > 0 and real k: the closed form, the full set of periods, and the bound. `Function.Periodic` admits zero and negative T, so the integer n runs over all of ℤ; the smallest positive period is 2π/(Fh).

```lean
/-- For `h, F > 0` the displacement has the stated closed form, its periods are exactly the
integer multiples of `2π/(F h)`, and its absolute value is at most `2/(F h²)`. -/
theorem bloch_oscillation {h F : ℝ} (hh : 0 < h) (hF : 0 < F) (k : ℝ) :
    (∀ t, displacement h F k t =
      (Real.cos (k * h) - Real.cos ((k + F * t) * h)) / (F * h ^ 2)) ∧
    (∀ T, Function.Periodic (displacement h F k) T ↔
      ∃ n : ℤ, T = n * (2 * Real.pi / (F * h))) ∧
    (∀ t, |displacement h F k t| ≤ 2 / (F * h ^ 2)) := by
  have hpos : 0 < F * h ^ 2 := by positivity
  have hFh : F * h ≠ 0 := (mul_pos hF hh).ne'
  have key := fun t => (displacement_eq_iff hh.ne' hF.ne' k t _).1 rfl
  have form : ∀ t, displacement h F k t =
      (Real.cos (k * h) - Real.cos ((k + F * t) * h)) / (F * h ^ 2) := by
    intro t
    rw [eq_div_iff hpos.ne']
    linear_combination key t
  refine ⟨form, fun T => ⟨fun hT => ?_, ?_⟩, fun t => ?_⟩
  · -- compare with the time at which the wave number passes zero
    have hk : F * (-k / F) = -k := by field_simp
    have a1 : (k + F * (-k / F + T)) * h = F * T * h := by linear_combination h * hk
    have a0 : (k + F * (-k / F)) * h = 0 := by linear_combination h * hk
    have k1 := key (-k / F + T)
    have k0 := key (-k / F)
    rw [a1, hT (-k / F)] at k1
    rw [a0, Real.cos_zero] at k0
    have hcos : Real.cos (F * T * h) = 1 := by linarith
    obtain ⟨n, hn⟩ := (Real.cos_eq_one_iff _).1 hcos
    refine ⟨n, ?_⟩
    rw [← mul_div_assoc, eq_div_iff hFh]
    linear_combination -hn
  · rintro ⟨n, rfl⟩ t
    have hT : F * h * (2 * Real.pi / (F * h)) = 2 * Real.pi := by field_simp
    have e : (k + F * (t + n * (2 * Real.pi / (F * h)))) * h =
        (k + F * t) * h + n * (2 * Real.pi) := by linear_combination (n : ℝ) * hT
    rw [form, form, e, Real.cos_add_int_mul_two_pi]
  · rw [form, abs_div, abs_of_pos hpos]
    refine (div_le_div_iff_of_pos_right hpos).2 (abs_le.2 ⟨?_, ?_⟩) <;>
      linarith [Real.cos_le_one (k * h), Real.neg_one_le_cos (k * h),
        Real.cos_le_one ((k + F * t) * h), Real.neg_one_le_cos ((k + F * t) * h)]
```

The facts `a0` and `a1` evaluate the cosine arguments at −k/F and at a time T later, and `hcos` is the resulting cos(FTh) = 1. The last bullet bounds each cosine by ±1.

The equality case is again written without division. The two signs of the absolute value are separated by `abs_cases`, and the converse uses the time π/(Fh).

```lean
/-- For `h, F > 0` the displacement reaches the magnitude `2/(F h²)` at some time
exactly when `sin (k h) = 0`. -/
theorem bound_attained_iff {h F : ℝ} (hh : 0 < h) (hF : 0 < F) (k : ℝ) :
    (∃ t, F * h ^ 2 * |displacement h F k t| = 2) ↔ Real.sin (k * h) = 0 := by
  have hpos : 0 < F * h ^ 2 := by positivity
  have size : ∀ t, F * h ^ 2 * |displacement h F k t| =
      |Real.cos (k * h) - Real.cos ((k + F * t) * h)| := by
    intro t
    rw [← (displacement_eq_iff hh.ne' hF.ne' k t _).1 rfl, abs_mul, abs_of_pos hpos]
  rw [Real.sin_eq_zero_iff_cos_eq]
  constructor
  · rintro ⟨t, ht⟩
    rw [size] at ht
    have b1 := Real.cos_le_one (k * h)
    have b2 := Real.neg_one_le_cos (k * h)
    have b3 := Real.cos_le_one ((k + F * t) * h)
    have b4 := Real.neg_one_le_cos ((k + F * t) * h)
    rcases abs_cases (Real.cos (k * h) - Real.cos ((k + F * t) * h)) with h1 | h1
    · left
      linarith [h1.1]
    · right
      linarith [h1.1]
  · intro hc
    -- half a period later the cosine has changed sign
    refine ⟨Real.pi / (F * h), ?_⟩
    have hT : F * h * (Real.pi / (F * h)) = Real.pi := by field_simp
    have e : (k + F * (Real.pi / (F * h))) * h = k * h + Real.pi := by
      linear_combination hT
    rw [size, e, Real.cos_add_pi]
    rcases hc with hc | hc <;> rw [hc] <;> norm_num
```

## Recovering uniform acceleration

The limit holds for every real F, k and t, with h approaching zero from either side through nonzero values.

```lean
/-- As the grid spacing tends to zero, the displacement at fixed time tends to that of
uniform acceleration, `k t + F t²/2`. -/
theorem continuum_limit (F k t : ℝ) :
    Tendsto (fun h => displacement h F k t) (𝓝[≠] 0) (𝓝 (k * t + F * t ^ 2 / 2)) := by
  have hs : ∀ c : ℝ, Tendsto (fun h : ℝ => Real.sin (c * h) / h) (𝓝[≠] 0) (𝓝 c) := by
    intro c
    have d : HasDerivAt (fun h : ℝ => Real.sin (c * h)) c 0 :=
      ((hasDerivAt_id' (0 : ℝ)).const_mul c).sin.congr_deriv (by simp)
    simpa [div_eq_inv_mul] using hasDerivAt_iff_tendsto_slope_zero.1 d
  rcases eq_or_ne F 0 with rfl | hF
  · have e : ∀ h, displacement h 0 k t = t * (Real.sin (k * h) / h) := by
      intro h
      simp [displacement, velocity]
      ring
    have g : k * t + 0 * t ^ 2 / 2 = t * k := by ring
    simp only [e]
    rw [g]
    exact (hs k).const_mul t
  · have g : k * t + F * t ^ 2 / 2 = 2 / F * ((k + F * t / 2) * (F * t / 2)) := by
      field_simp
    rw [g]
    refine (((hs (k + F * t / 2)).mul (hs (F * t / 2))).const_mul (2 / F)).congr' ?_
    filter_upwards [self_mem_nhdsWithin] with h hh
    have hh0 : h ≠ 0 := hh
    symm
    rw [displacement_eq_iff hh0 hF]
    -- the difference of cosines is a product of sines
    have e : ∀ a b : ℝ, F * h ^ 2 * (2 / F * (a / h * (b / h))) = 2 * (a * b) := by
      intro a b
      field_simp
    have c1 : k * h = (k + F * t / 2) * h - F * t / 2 * h := by ring
    have c2 : (k + F * t) * h = (k + F * t / 2) * h + F * t / 2 * h := by ring
    rw [e, c1, c2, Real.cos_sub, Real.cos_add]
    ring

end

end GridBlochOscillation
```

The fact `hs` reads sin(ch)/h → c off the derivative of the sine at zero. The case F = 0 is treated separately, because the product formula divides by F; the velocity is then constant and the integral is immediate. Otherwise the product of sines is used as above.

```lean
#print axioms GridBlochOscillation.acceleratedWave_schrodinger
-- 'GridBlochOscillation.acceleratedWave_schrodinger' depends on axioms: [propext, Classical.choice, Quot.sound]
#print axioms GridBlochOscillation.bloch_oscillation
-- 'GridBlochOscillation.bloch_oscillation' depends on axioms: [propext, Classical.choice, Quot.sound]
#print axioms GridBlochOscillation.bound_attained_iff
-- 'GridBlochOscillation.bound_attained_iff' depends on axioms: [propext, Classical.choice, Quot.sound]
#print axioms GridBlochOscillation.continuum_limit
-- 'GridBlochOscillation.continuum_limit' depends on axioms: [propext, Classical.choice, Quot.sound]
```
